# Away from its poles, the Newton step for the partitioned energy equation is a Rayleigh quotient

By a Newton step I mean the usual recipe with the actual derivative of the function, not a formula arranged in advance to give a particular answer. My function comes from one reference level of energy \(a\), coupled by real numbers \(b_k\) to finitely many outer levels \(d_k\) that are not coupled to one another. Eliminating the outer levels leaves the scalar equation \(E=f(E)\) with

\[
f(E)=a+\sum_k \frac{b_k^2}{E-d_k}.
\]

I tried \(a=0\) and a single outer level with \(b=d=1\). From \(E=-1\), Newton's method for \(E-f(E)=0\) gives \(-0.6\). I then built the vector \((1,\,b/(E-d))=(1,-\tfrac12)\) and took its energy expectation value with the full \(2\times2\) matrix, and that was \(-0.6\) as well. Newton uses a slope and no vector, while the expectation value uses a vector and no slope. Why do they agree, and do they still agree with more outer levels?

## The slope supplies the norm of the vector

They agree for any finite number of outer levels, as long as \(E\) differs from every \(d_k\). The formal statement keeps your reading of "Newton step": it is defined for an arbitrary real function through that function's derivative, and the Rayleigh quotient is defined for an arbitrary real matrix. The equality is therefore not built into either definition.

Let \(H\) be the matrix with corner \(a\), border \(b\) and diagonal outer block \(d\), and let \(v\) have reference component \(1\) and outer components \(v_k=b_k/(E-d_k)\). Differentiating \(f\) term by term gives

\[
f'(E)=-\sum_k\frac{b_k^2}{(E-d_k)^2},
\qquad
N:=v\cdot v=1+\sum_k\frac{b_k^2}{(E-d_k)^2}=1-f'(E).
\]

So the Newton denominator \(1-f'(E)\), the slope of \(E-f(E)\), is the squared norm of \(v\), and it is at least \(1\). In the normalised vector \(v/\sqrt N\), the reference level has weight \(1/N\).

Now apply \(H\) to \(v\). The reference component and the outer components are

\[
(Hv)_0=a+\sum_k b_k\frac{b_k}{E-d_k}=f(E),
\qquad
(Hv)_k=b_k+d_k\frac{b_k}{E-d_k}=\frac{E\,b_k}{E-d_k}=E\,v_k .
\]

The outer equations hold at every allowed \(E\), and the residual \((H-E)v\) has only the reference component \(f(E)-E\). Since \(v\) has reference component \(1\), it follows that \(v\cdot Hv=EN+f(E)-E\), and hence

\[
\frac{v\cdot Hv}{v\cdot v}
=E+\frac{f(E)-E}{N}
=E-\frac{E-f(E)}{1-f'(E)} .
\]

The right-hand side is the Newton step. It leaves \(E\) unchanged exactly when \(f(E)=E\), which is exactly when the residual vanishes and \(Hv=Ev\).

## The exact error of one step

Let \(z\) be a solution of \(f(z)=z\) that also differs from every \(d_k\), and write \(E_+\) for the result of the Newton step from \(E\). Using \(z=f(z)\),

\[
N(E_+-z)=(E-z)N-E+f(E)
=(E-z)\sum_k\frac{b_k^2}{(E-d_k)^2}+f(E)-f(z).
\]

For one outer level put \(x=E-d_k\) and \(y=z-d_k\), so that \(E-z=x-y\). Then

\[
\frac{x-y}{x^2}+\frac1x-\frac1y
=\frac{x-y}{x^2}-\frac{x-y}{xy}
=-\frac{(x-y)^2}{x^2y}
=\frac{(E-z)^2}{(E-d_k)^2(d_k-z)} .
\]

Multiplying by \(b_k^2\), summing over \(k\) and dividing by \(N\) gives

\[
E_+-z=(E-z)^2\,
\frac{\displaystyle\sum_k \frac{b_k^2}{(E-d_k)^2(d_k-z)}}
{\displaystyle 1+\sum_k \frac{b_k^2}{(E-d_k)^2}} .
\]

The old error enters squared. This is an identity for a single step, and it makes no claim that repeated steps converge from a given starting energy.

## Levels, couplings and poles in the Lean statement

The outer levels are labelled by a finite type `ι`, and the full space is indexed by `Unit ⊕ ι`: one reference state together with the outer states. The type `ι` may be empty, in which case \(f=a\) and both sides equal \(a\). Outer energies may coincide and couplings may vanish.

- `effective a b d` is \(f\), and `bordered a b d` is the Hamiltonian \(H\).
- `trial b d E` is the unnormalised vector \(v\).
- `newtonStep` takes any function and uses `deriv`; `rayleigh` takes any real matrix and divides by `x ⬝ᵥ x`, so the vector need not be normalised.
- `hE : ∀ k, E ≠ d k` keeps the energy off the unperturbed outer levels, where the elimination would divide by zero.

The main theorem, `newtonStep_eq_rayleigh`, says that under `hE` the Newton step for `effective a b d` at `E` equals the Rayleigh quotient of `bordered a b d` at `trial b d E`. The theorem `newtonStep_fixed_iff` is the fixed-point criterion. The error formula, `newtonStep_error`, additionally assumes that \(z\) is off the poles (`hzd`) and solves the energy equation (`hz`); the existence of such a \(z\) is an assumption there.

The model is real and finite, with one reference state and an outer block that is already diagonal. In partitioning calculations of that kind, rebuilding the vector at the current energy and taking its expectation value is the same update as a Newton step on the effective energy equation.

```lean
import Mathlib

open Matrix

namespace NewtonRayleighPartitioning

noncomputable section

variable {ι : Type*} [Fintype ι]

/-- The effective energy function `f(E) = a + ∑ b_k² / (E - d_k)` of partitioning theory,
for `E` different from every `d_k`. -/
def effective (a : ℝ) (b d : ι → ℝ) (E : ℝ) : ℝ :=
  a + ∑ k, b k ^ 2 / (E - d k)

/-- One Newton step for the equation `E = f(E)`, at a point where `f` is differentiable
with `f'(E) ≠ 1`. -/
def newtonStep (f : ℝ → ℝ) (E : ℝ) : ℝ :=
  E - (E - f E) / (1 - deriv f E)

/-- The Rayleigh quotient of a real matrix `H` at a nonzero vector `x`. -/
def rayleigh {n : Type*} [Fintype n] (H : Matrix n n ℝ) (x : n → ℝ) : ℝ :=
  (x ⬝ᵥ H *ᵥ x) / (x ⬝ᵥ x)

/-- The trial vector with reference component `1` and outer components `b_k / (E - d_k)`,
for `E` different from every `d_k`. -/
def trial (b d : ι → ℝ) (E : ℝ) : Unit ⊕ ι → ℝ :=
  Sum.elim (fun _ => 1) (fun k => b k / (E - d k))

/-- Away from the poles `d_k`, the effective energy function has derivative
`-∑ b_k² / (E - d_k)²`. -/
theorem hasDerivAt_effective (a : ℝ) (b d : ι → ℝ) {E : ℝ} (hE : ∀ k, E ≠ d k) :
    HasDerivAt (effective a b d) (-∑ k, b k ^ 2 / (E - d k) ^ 2) E := by
  have h : ∀ k ∈ Finset.univ, HasDerivAt (fun x => b k ^ 2 / (x - d k))
      (-(b k ^ 2 / (E - d k) ^ 2)) E := by
    intro k _
    have hk : E - d k ≠ 0 := sub_ne_zero.mpr (hE k)
    have h1 := (hasDerivAt_const E (b k ^ 2)).fun_div
      ((hasDerivAt_id' E).sub_const (d k)) hk
    exact h1.congr_deriv (by ring)
  rw [← Finset.sum_neg_distrib]
  exact (HasDerivAt.fun_sum h).const_add a

/-- Away from the poles `d_k`, the denominator `1 - f'(E)` of the Newton step is positive. -/
theorem newton_denominator_pos (a : ℝ) (b d : ι → ℝ) {E : ℝ} (hE : ∀ k, E ≠ d k) :
    0 < 1 - deriv (effective a b d) E := by
  rw [(hasDerivAt_effective a b d hE).deriv]
  have h : 0 ≤ ∑ k, b k ^ 2 / (E - d k) ^ 2 :=
    Finset.sum_nonneg fun k _ => by positivity
  linarith

/-- Away from the poles `d_k`, the squared norm of the trial vector is `1 - f'(E)`. -/
theorem trial_norm_sq (a : ℝ) (b d : ι → ℝ) {E : ℝ} (hE : ∀ k, E ≠ d k) :
    trial b d E ⬝ᵥ trial b d E = 1 - deriv (effective a b d) E := by
  rw [(hasDerivAt_effective a b d hE).deriv]
  have hs : ∑ k, b k / (E - d k) * (b k / (E - d k)) = ∑ k, b k ^ 2 / (E - d k) ^ 2 :=
    Finset.sum_congr rfl fun k _ => by rw [← div_pow, sq]
  simp only [trial, dotProduct, Fintype.sum_sum_type, Sum.elim_inl, Sum.elim_inr, hs,
    Finset.univ_unique, Finset.sum_singleton]
  ring

/-- If `z` solves `z = f(z)` and neither `E` nor `z` is a pole `d_k`, the error of the Newton
step from `E` is exactly `(E - z)²` times
`∑ b_k² / ((E - d_k)² (d_k - z))` divided by `1 + ∑ b_k² / (E - d_k)²`. -/
theorem newtonStep_error (a : ℝ) (b d : ι → ℝ) {E z : ℝ} (hE : ∀ k, E ≠ d k)
    (hzd : ∀ k, z ≠ d k) (hz : effective a b d z = z) :
    newtonStep (effective a b d) E - z =
      (E - z) ^ 2 * (∑ k, b k ^ 2 / ((E - d k) ^ 2 * (d k - z))) /
        (1 + ∑ k, b k ^ 2 / (E - d k) ^ 2) := by
  -- the partial-fraction identity for a single outer level
  have key : ∀ k, (E - z) * (b k ^ 2 / (E - d k) ^ 2) + b k ^ 2 / (E - d k)
      - b k ^ 2 / (z - d k) = (E - z) ^ 2 * (b k ^ 2 / ((E - d k) ^ 2 * (d k - z))) := by
    intro k
    have h1 : E - d k ≠ 0 := sub_ne_zero.mpr (hE k)
    have h2 : d k - z ≠ 0 := sub_ne_zero.mpr (hzd k).symm
    rw [← neg_sub (d k) z, div_neg]
    field_simp
    ring
  have hs : (E - z) * (∑ k, b k ^ 2 / (E - d k) ^ 2) + ∑ k, b k ^ 2 / (E - d k)
      - ∑ k, b k ^ 2 / (z - d k)
      = (E - z) ^ 2 * ∑ k, b k ^ 2 / ((E - d k) ^ 2 * (d k - z)) := by
    rw [Finset.mul_sum, Finset.mul_sum, ← Finset.sum_add_distrib, ← Finset.sum_sub_distrib]
    exact Finset.sum_congr rfl fun k _ => key k
  have hD : 1 + ∑ k, b k ^ 2 / (E - d k) ^ 2 ≠ 0 := by
    have h : 0 ≤ ∑ k, b k ^ 2 / (E - d k) ^ 2 :=
      Finset.sum_nonneg fun k _ => by positivity
    linarith
  have hc := div_mul_cancel₀ (E - effective a b d E) hD
  have hf : effective a b d E = a + ∑ k, b k ^ 2 / (E - d k) := rfl
  have hz' : a + ∑ k, b k ^ 2 / (z - d k) = z := hz
  unfold newtonStep
  rw [(hasDerivAt_effective a b d hE).deriv, sub_neg_eq_add, eq_div_iff hD, ← hs]
  linear_combination (-1) * hc + hf + hz'

variable [DecidableEq ι]

/-- The bordered Hamiltonian with corner `a`, border `b` and diagonal outer block `d`. -/
def bordered (a : ℝ) (b d : ι → ℝ) : Matrix (Unit ⊕ ι) (Unit ⊕ ι) ℝ :=
  Matrix.fromBlocks (Matrix.of fun _ _ => a) (Matrix.of fun _ k => b k)
    (Matrix.of fun k _ => b k) (Matrix.diagonal d)

/-- Away from the poles `d_k`, the residual `(H - E) v` of the trial vector has reference
component `f(E) - E` and vanishing outer components. -/
theorem residual (a : ℝ) (b d : ι → ℝ) {E : ℝ} (hE : ∀ k, E ≠ d k) :
    bordered a b d *ᵥ trial b d E - E • trial b d E =
      Sum.elim (fun _ => effective a b d E - E) (fun _ => 0) := by
  have hs : ∑ k, b k * (b k / (E - d k)) = ∑ k, b k ^ 2 / (E - d k) :=
    Finset.sum_congr rfl fun k _ => by ring
  ext i
  rcases i with u | k
  · simp [bordered, trial, effective, Matrix.mulVec, dotProduct, Fintype.sum_sum_type, hs]
  · have h := div_mul_cancel₀ (b k) (sub_ne_zero.mpr (hE k))
    simp [bordered, trial, Matrix.mulVec, dotProduct, Fintype.sum_sum_type,
      Matrix.diagonal_apply]
    linear_combination (-1) * h

/-- For `E` different from every `d_k`, the Newton step for `E = f(E)` equals the Rayleigh
quotient of the bordered Hamiltonian at the trial vector `(1, b_k / (E - d_k))`. -/
theorem newtonStep_eq_rayleigh (a : ℝ) (b d : ι → ℝ) {E : ℝ} (hE : ∀ k, E ≠ d k) :
    newtonStep (effective a b d) E = rayleigh (bordered a b d) (trial b d E) := by
  have hn := (newton_denominator_pos a b d hE).ne'
  have h := sub_eq_iff_eq_add'.mp (residual a b d hE)
  -- only the reference component of the residual meets the trial vector
  have hr : trial b d E ⬝ᵥ Sum.elim (fun _ => effective a b d E - E) (fun _ => 0)
      = effective a b d E - E := by
    simp [trial, dotProduct, Fintype.sum_sum_type]
  unfold newtonStep rayleigh
  rw [h, dotProduct_add, dotProduct_smul, hr, trial_norm_sq a b d hE, smul_eq_mul,
    add_div, mul_div_cancel_right₀ _ hn]
  ring

/-- For `E` different from every `d_k`, the Newton step leaves `E` unchanged exactly when the
trial vector satisfies the eigenvalue equation `H v = E v`. -/
theorem newtonStep_fixed_iff (a : ℝ) (b d : ι → ℝ) {E : ℝ} (hE : ∀ k, E ≠ d k) :
    newtonStep (effective a b d) E = E ↔
      bordered a b d *ᵥ trial b d E = E • trial b d E := by
  constructor
  · intro h
    have h0 : (E - effective a b d E) / (1 - deriv (effective a b d) E) = 0 := by
      unfold newtonStep at h
      linarith
    have h1 : E - effective a b d E = 0 :=
      (div_eq_zero_iff.mp h0).resolve_right (newton_denominator_pos a b d hE).ne'
    rw [← sub_eq_zero, residual a b d hE]
    funext i
    rcases i with u | k
    · show effective a b d E - E = 0
      linarith
    · rfl
  · intro h
    have h1 := congrFun (residual a b d hE) (Sum.inl ())
    rw [h, sub_self] at h1
    have h2 : 0 = effective a b d E - E := h1
    have h3 : E - effective a b d E = 0 := by linarith
    unfold newtonStep
    rw [h3, zero_div, sub_zero]

end

end NewtonRayleighPartitioning
```

```lean
#print axioms NewtonRayleighPartitioning.newtonStep_error
#print axioms NewtonRayleighPartitioning.newtonStep_eq_rayleigh
#print axioms NewtonRayleighPartitioning.newtonStep_fixed_iff
```

```
'NewtonRayleighPartitioning.newtonStep_error' depends on axioms: [propext, Classical.choice, Quot.sound]
'NewtonRayleighPartitioning.newtonStep_eq_rayleigh' depends on axioms: [propext, Classical.choice, Quot.sound]
'NewtonRayleighPartitioning.newtonStep_fixed_iff' depends on axioms: [propext, Classical.choice, Quot.sound]
```

## From the derivative to the matrix identity

`hasDerivAt_effective` differentiates each fraction by the quotient rule, adds the derivatives with `HasDerivAt.fun_sum` and then adds the constant \(a\). `newton_denominator_pos` inserts this derivative and uses that a sum of squares is nonnegative. `trial_norm_sq` splits the dot product into its reference and outer parts and identifies it with \(1-f'(E)\).

`residual` checks \((H-E)v\) component by component. In the reference row, `simp` expands the matrix product and `hs` turns \(b_k\cdot b_k/(E-d_k)\) into the terms of \(f\). In an outer row, the fact needed is \(\frac{b_k}{E-d_k}(E-d_k)=b_k\), which `linear_combination` uses to make the component vanish.

In `newtonStep_eq_rayleigh`, the residual lemma is rearranged to express \(Hv\) as \(Ev\) plus the residual. The step `hr` computes the overlap of \(v\) with the residual as \(f(E)-E\). The rewriting then replaces \(v\cdot v\) by \(1-f'(E)\) and splits the quotient, as in the derivation above.

For `newtonStep_fixed_iff`, the forward direction uses the positive denominator to conclude that \(E-f(E)=0\), so every component of the residual is zero. The reverse direction reads off the reference component of the residual and puts it into the Newton formula.

`newtonStep_error` needs no matrix. Its `key` is the partial-fraction identity for one level, proved by `field_simp` and `ring`; `hs` sums it over the levels. After the equation is multiplied by the nonzero denominator, `linear_combination` joins the definition of \(f(E)\) with the equation for \(z\).

## An outer block that is not diagonal

The outer block could also have been a general real symmetric matrix \(D\), with

\[
f(E)=a+b^{\mathsf T}(E-D)^{-1}b,
\qquad
v=\bigl(1,\,(E-D)^{-1}b\bigr).
\]

The condition on \(E\) would then be that \(E-D\) is invertible, and a direct proof could use the derivative of a matrix inverse in place of the derivative of a fraction. The identity itself would keep its form, because an orthogonal change of basis among the outer states makes \(D\) diagonal and preserves both \(f\) and the Rayleigh quotient. Such a version would apply directly to coupled outer states, whereas the diagonal version has the individual levels and couplings visible in the error formula.
